# The coupled-cluster energy error of an overlapping exact eigenstate as a sum over nonzero moments

Many-electron states are vectors in $\mathbb R^n$, written in a finite orthonormal determinant basis. $H$ is the Hamiltonian matrix, $T$ the cluster operator, $\varphi$ the reference and $\psi$ an eigenstate with energy $E$. Define

$$\bar H=e^{-T}He^{T},\qquad E_{cc}=\varphi\cdot\bar H\varphi,\qquad M=\bar H\varphi-E_{cc}\varphi .$$

The components of $M$ are the moments, the residuals of the coupled-cluster equations. For a state $\chi$ put $s_\chi=\chi\cdot e^T\varphi$ and $\delta(\chi)=\chi\cdot e^TM/s_\chi$, and let $L=(e^T)^{\mathsf T}\psi/s_\psi$. For symmetric $H$ and $s_\psi\neq0$, the result is $E-E_{cc}=\delta(\psi)=L\cdot M$.

In the code, `n` is any finite index type, `⬝ᵥ` the real dot product, `*ᵥ` a matrix acting on a column and `ᵥ*` a row acting on a matrix.

In Lean 4 with Mathlib:

```lean
import Mathlib

open Matrix

namespace MomentExpansionCC

noncomputable section

variable {n : Type*} [Fintype n] [DecidableEq n]

/-- The similarity-transformed Hamiltonian `exp(-T) H exp(T)`. -/
def hbar (H T : Matrix n n ℝ) : Matrix n n ℝ :=
  NormedSpace.exp (-T) * H * NormedSpace.exp T

/-- The coupled-cluster energy `⟨φ, Hbar φ⟩` for the reference `φ`. -/
def ccEnergy (H T : Matrix n n ℝ) (φ : n → ℝ) : ℝ :=
  φ ⬝ᵥ hbar H T *ᵥ φ

/-- The moment vector `M = Hbar φ - Ecc φ` of the coupled-cluster equations. -/
def moment (H T : Matrix n n ℝ) (φ : n → ℝ) : n → ℝ :=
  hbar H T *ᵥ φ - ccEnergy H T φ • φ

/-- The overlap `⟨χ, exp(T) φ⟩` of a state `χ` with the coupled-cluster state. -/
def overlap (T : Matrix n n ℝ) (χ φ : n → ℝ) : ℝ :=
  χ ⬝ᵥ NormedSpace.exp T *ᵥ φ

/-- The moment correction `⟨χ, exp(T) M⟩ / ⟨χ, exp(T) φ⟩` built from a state `χ`. -/
def momentCorrection (H T : Matrix n n ℝ) (φ χ : n → ℝ) : ℝ :=
  (χ ⬝ᵥ NormedSpace.exp T *ᵥ moment H T φ) / overlap T χ φ

/-- The left vector `L = exp(T)ᵀ ψ / ⟨ψ, exp(T) φ⟩`. -/
def leftVec (T : Matrix n n ℝ) (ψ φ : n → ℝ) : n → ℝ :=
  (overlap T ψ φ)⁻¹ • ((NormedSpace.exp T)ᵀ *ᵥ ψ)

/-- The basis determinant labelled `μ`. -/
def slater (μ : n) : n → ℝ := Pi.single μ 1
```

## No condition on $T$

$T$ need not be an excitation operator, nor solve any amplitude equation. Since $e^Te^{-T}=1$ for every matrix, $e^T\bar H=He^T$.

```lean
/-- The cluster exponential intertwines the two Hamiltonians: `exp(T) Hbar = H exp(T)`. -/
theorem exp_mul_hbar (H T : Matrix n n ℝ) :
    NormedSpace.exp T * hbar H T = H * NormedSpace.exp T := by
  have h : NormedSpace.exp T * NormedSpace.exp (-T) = 1 := by
    rw [← Matrix.exp_add_of_commute T (-T) (Commute.refl T).neg_right, add_neg_cancel,
      NormedSpace.exp_zero]
  unfold hbar
  rw [← Matrix.mul_assoc, ← Matrix.mul_assoc, h, Matrix.one_mul]
```

## A unit reference

Normalising $\varphi$ makes $E_{cc}$ the component of $\bar H\varphi$ along the reference. If $\bar H\varphi=E'\varphi+M'$ with $\varphi\cdot M'=0$, dotting with $\varphi$ gives $E'=E_{cc}$, and then $M'=M$. The proof uses `hφ` for this step and for the converse. Without it, $\varphi\cdot M=E_{cc}(1-\varphi\cdot\varphi)$, so orthogonality generally fails. The energy formula survives, and its theorem omits the hypothesis.

```lean
/-- For a unit reference, `Hbar φ = Ecc φ + M` with `M` orthogonal to `φ` holds exactly when
`Ecc` is the coupled-cluster energy and `M` the moment vector. -/
theorem decomposition_iff (H T : Matrix n n ℝ) (φ : n → ℝ) (hφ : φ ⬝ᵥ φ = 1)
    (Ecc : ℝ) (M : n → ℝ) :
    (hbar H T *ᵥ φ = Ecc • φ + M ∧ φ ⬝ᵥ M = 0) ↔
      (Ecc = ccEnergy H T φ ∧ M = moment H T φ) := by
  constructor
  · rintro ⟨h, hM⟩
    have hE : Ecc = ccEnergy H T φ := by
      unfold ccEnergy
      rw [h, dotProduct_add, dotProduct_smul, hφ, hM]
      simp
    refine ⟨hE, ?_⟩
    unfold moment
    rw [← hE, h]
    exact (add_sub_cancel_left _ _).symm
  · rintro ⟨rfl, rfl⟩
    constructor
    · unfold moment
      abel
    · unfold moment
      rw [dotProduct_sub, dotProduct_smul, hφ]
      unfold ccEnergy
      simp
```

## A symmetric Hamiltonian

`H.IsSymm` expresses a Hermitian Hamiltonian with real matrix elements. Applying the intertwining relation to $\varphi$ gives

$$e^TM=He^T\varphi-E_{cc}e^T\varphi .$$

```lean
/-- Acting with `exp(T)` on the moments gives `(H - Ecc) exp(T) φ`. -/
theorem exp_mulVec_moment (H T : Matrix n n ℝ) (φ : n → ℝ) :
    NormedSpace.exp T *ᵥ moment H T φ =
      H *ᵥ (NormedSpace.exp T *ᵥ φ) - ccEnergy H T φ • (NormedSpace.exp T *ᵥ φ) := by
  have h : NormedSpace.exp T *ᵥ (hbar H T *ᵥ φ) = H *ᵥ (NormedSpace.exp T *ᵥ φ) := by
    simp only [Matrix.mulVec_mulVec, exp_mul_hbar]
  unfold moment
  rw [Matrix.mulVec_sub, Matrix.mulVec_smul, h]
```

Dot this with any $\chi$ for which $s_\chi\neq0$. Symmetry moves $H$ onto $\chi$, which is the step `hsym`, and dividing by $s_\chi$ gives

$$E_{cc}+\delta(\chi)-E=\frac{(H\chi-E\chi)\cdot e^T\varphi}{s_\chi}.$$

Without symmetry, $H^{\mathsf T}\chi$ replaces $H\chi$, and the right-hand side vanishes when $\chi$ is a left eigenvector of $H$ with eigenvalue $E$.

```lean
/-- For symmetric `H` and any trial state `χ` overlapping `exp(T) φ`, the moment-corrected
energy differs from a number `E` by `⟨(H - E) χ, exp(T) φ⟩ / ⟨χ, exp(T) φ⟩`. -/
theorem trial_error {H : Matrix n n ℝ} (hH : H.IsSymm) (T : Matrix n n ℝ) (φ χ : n → ℝ)
    (E : ℝ) (hov : overlap T χ φ ≠ 0) :
    ccEnergy H T φ + momentCorrection H T φ χ - E =
      ((H *ᵥ χ - E • χ) ⬝ᵥ NormedSpace.exp T *ᵥ φ) / overlap T χ φ := by
  have hT : Hᵀ = H := hH
  -- move `H` onto the trial state
  have hsym : ∀ v : n → ℝ, χ ⬝ᵥ H *ᵥ v = (H *ᵥ χ) ⬝ᵥ v := by
    intro v
    rw [Matrix.dotProduct_mulVec, ← Matrix.mulVec_transpose, hT]
  have gen : ∀ c a s e : ℝ, s ≠ 0 → c + (a - c * s) / s - e = (a - e * s) / s := by
    intro c a s e hs
    rw [sub_div, sub_div, mul_div_assoc, mul_div_assoc, div_self hs]
    ring
  have hs : χ ⬝ᵥ NormedSpace.exp T *ᵥ φ ≠ 0 := hov
  unfold momentCorrection
  rw [exp_mulVec_moment, dotProduct_sub, dotProduct_smul, hsym, sub_dotProduct, smul_dotProduct]
  unfold overlap
  simp only [smul_eq_mul]
  exact gen _ _ _ _ hs
```

## A nonzero overlap

`hov` says that the coupled-cluster state $e^T\varphi$ has a component along $\psi$. It permits the division by $s_\psi$ and gives $L\cdot v=\psi\cdot e^Tv/s_\psi$ for every $v$; in particular $L\cdot\varphi=1$. If the overlap of an eigenstate vanishes, the undivided energy identity $(E-E_{cc})\,s_\psi=\psi\cdot e^TM$ reads $0=0$ and says nothing about $E-E_{cc}$.

```lean
/-- For nonzero overlap, `(L · v) ⟨ψ, exp(T) φ⟩ = ⟨ψ, exp(T) v⟩` for every vector `v`. -/
theorem leftVec_dot_mul (T : Matrix n n ℝ) (ψ φ v : n → ℝ) (hov : overlap T ψ φ ≠ 0) :
    (leftVec T ψ φ ⬝ᵥ v) * overlap T ψ φ = ψ ⬝ᵥ NormedSpace.exp T *ᵥ v := by
  unfold leftVec
  rw [smul_dotProduct, Matrix.mulVec_transpose, ← Matrix.dotProduct_mulVec, smul_eq_mul]
  field_simp
```

## An exact eigenstate

`hψ` is the Schrödinger equation in the chosen basis; $\psi$ may be an excited state and needs no normalisation. Transposing the intertwining relation gives

$$\bar H^{\mathsf T}(e^T)^{\mathsf T}\psi=(e^T)^{\mathsf T}H\psi=E(e^T)^{\mathsf T}\psi,$$

so $L\bar H=EL$.

```lean
/-- If `H` is symmetric, `H ψ = E ψ` and the overlap is nonzero, then `L Hbar = E L` and
`L · φ = 1`. -/
theorem leftVec_eigen {H : Matrix n n ℝ} (hH : H.IsSymm) (T : Matrix n n ℝ) (φ ψ : n → ℝ)
    (E : ℝ) (hψ : H *ᵥ ψ = E • ψ) (hov : overlap T ψ φ ≠ 0) :
    leftVec T ψ φ ᵥ* hbar H T = E • leftVec T ψ φ ∧ leftVec T ψ φ ⬝ᵥ φ = 1 := by
  have hT : Hᵀ = H := hH
  -- transpose of the intertwining relation
  have key : (hbar H T)ᵀ *ᵥ ((NormedSpace.exp T)ᵀ *ᵥ ψ) =
      E • ((NormedSpace.exp T)ᵀ *ᵥ ψ) := by
    rw [Matrix.mulVec_mulVec, ← Matrix.transpose_mul, exp_mul_hbar, Matrix.transpose_mul, hT,
      ← Matrix.mulVec_mulVec, hψ, Matrix.mulVec_smul]
  constructor
  · rw [← Matrix.mulVec_transpose]
    unfold leftVec
    rw [Matrix.mulVec_smul, key]
    exact smul_comm _ _ _
  · have h := leftVec_dot_mul T ψ φ φ hov
    apply mul_right_cancel₀ hov
    rw [h, one_mul]
    rfl
```

With $\chi=\psi$ the right-hand side of the trial-state identity vanishes, which proves the energy formula. In the proof, `h1` is this cancellation and `h2` identifies $\delta(\psi)$ with $L\cdot M$. For an approximate $\psi$, the trial-state identity gives the remaining error.

```lean
/-- Moment energy formula: for symmetric `H`, `H ψ = E ψ`, any `T` and nonzero overlap,
`E - Ecc = ⟨ψ, exp(T) M⟩ / ⟨ψ, exp(T) φ⟩ = L · M`. -/
theorem moment_energy_formula {H : Matrix n n ℝ} (hH : H.IsSymm) (T : Matrix n n ℝ)
    (φ ψ : n → ℝ) (E : ℝ) (hψ : H *ᵥ ψ = E • ψ) (hov : overlap T ψ φ ≠ 0) :
    E - ccEnergy H T φ = momentCorrection H T φ ψ ∧
      E - ccEnergy H T φ = leftVec T ψ φ ⬝ᵥ moment H T φ := by
  -- the residual of an exact eigenvector vanishes
  have h1 := trial_error hH T φ ψ E hov
  rw [hψ, sub_self, zero_dotProduct, zero_div] at h1
  have h2 : leftVec T ψ φ ⬝ᵥ moment H T φ = momentCorrection H T φ ψ := by
    unfold momentCorrection
    rw [eq_div_iff hov]
    exact leftVec_dot_mul T ψ φ _ hov
  exact ⟨by linarith, by linarith⟩
```

Writing out $L\cdot M$ in components, terms with $M_\mu=0$ drop out.

```lean
/-- For symmetric `H`, `H ψ = E ψ` and nonzero overlap `⟨ψ, exp(T) φ⟩`, the difference
`E - Ecc` is the sum of `L_μ M_μ` over those basis states whose
moment `M_μ` is nonzero. -/
theorem sum_nonzero_moments {H : Matrix n n ℝ} (hH : H.IsSymm) (T : Matrix n n ℝ)
    (φ ψ : n → ℝ) (E : ℝ) (hψ : H *ᵥ ψ = E • ψ) (hov : overlap T ψ φ ≠ 0) :
    E - ccEnergy H T φ =
      ∑ μ ∈ Finset.univ.filter (fun μ => moment H T φ μ ≠ 0),
        leftVec T ψ φ μ * moment H T φ μ := by
  rw [(moment_energy_formula hH T φ ψ E hψ hov).2, Finset.sum_filter]
  unfold dotProduct
  refine Finset.sum_congr rfl fun μ _ => ?_
  by_cases h : moment H T φ μ = 0 <;> simp [h]
```

## Amplitude equations solved on a manifold

Take determinant $o$ as reference. Then $E_{cc}=\bar H_{oo}$, $M_o=0$ and $M_\mu=\bar H_{\mu o}$ otherwise. The condition `hcc` sets $\bar H_{\mu o}=0$ on $S$, so the proof splits the sum into `insert o S`, which contributes zero, and its complement. Without `hcc`, residuals in $S$ can contribute too.

If $S$ consists of all singles and doubles, the sum starts at triples. Keeping only the triples in this sum and approximating their $L_\mu$ leads to noniterative triples corrections; the identity itself keeps all higher excitations and is proved for the exact $\psi$ in the finite basis.

```lean
/-- For symmetric `H`, `H ψ = E ψ` and nonzero overlap of `ψ` with `exp(T) e_o`: with the
determinant `o` as reference and the amplitude equations `Hbar_μo = 0` solved on a
manifold `S`, the difference `E - Hbar_oo` is the sum of `L_μ Hbar_μo` over the determinants
outside `S` and different from `o`. -/
theorem sum_outside_manifold {H : Matrix n n ℝ} (hH : H.IsSymm) (T : Matrix n n ℝ)
    (o : n) (S : Finset n) (ψ : n → ℝ) (E : ℝ) (hψ : H *ᵥ ψ = E • ψ)
    (hov : overlap T ψ (slater o) ≠ 0) (hcc : ∀ μ ∈ S, hbar H T μ o = 0) :
    E - hbar H T o o = ∑ μ ∈ (insert o S)ᶜ, leftVec T ψ (slater o) μ * hbar H T μ o := by
  have hcol : ∀ μ, (hbar H T *ᵥ slater o) μ = hbar H T μ o := by
    intro μ
    show ∑ j, hbar H T μ j * slater o j = hbar H T μ o
    simp [slater, Pi.single_apply]
  have hdot : ∀ v : n → ℝ, slater o ⬝ᵥ v = v o := by
    intro v
    show ∑ j, slater o j * v j = v o
    simp [slater, Pi.single_apply]
  have hE : ccEnergy H T (slater o) = hbar H T o o := by
    unfold ccEnergy
    rw [hdot, hcol]
  -- the moments are the off-diagonal entries of the reference column of `Hbar`
  have hM : ∀ μ, moment H T (slater o) μ = if μ = o then 0 else hbar H T μ o := by
    intro μ
    unfold moment
    rw [Pi.sub_apply, Pi.smul_apply, hcol, hE]
    by_cases h : μ = o <;> simp [slater, h]
  have h := (moment_energy_formula hH T (slater o) ψ E hψ hov).2
  rw [hE] at h
  have h0 : ∑ μ ∈ insert o S, leftVec T ψ (slater o) μ * moment H T (slater o) μ = 0 := by
    refine Finset.sum_eq_zero fun μ hμ => ?_
    rw [hM]
    by_cases hμo : μ = o
    · simp [hμo]
    · have hS : μ ∈ S := (Finset.mem_insert.mp hμ).resolve_left hμo
      simp [hμo, hcc μ hS]
  have h1 : ∑ μ ∈ (insert o S)ᶜ, leftVec T ψ (slater o) μ * moment H T (slater o) μ =
      ∑ μ ∈ (insert o S)ᶜ, leftVec T ψ (slater o) μ * hbar H T μ o := by
    refine Finset.sum_congr rfl fun μ hμ => ?_
    have hne : μ ≠ o := fun hμo => (Finset.mem_compl.mp hμ) (by simp [hμo])
    rw [hM, if_neg hne]
  have h2 : ∑ μ ∈ insert o S, leftVec T ψ (slater o) μ * moment H T (slater o) μ +
      ∑ μ ∈ (insert o S)ᶜ, leftVec T ψ (slater o) μ * moment H T (slater o) μ =
      ∑ μ, leftVec T ψ (slater o) μ * moment H T (slater o) μ :=
    Finset.sum_add_sum_compl (insert o S) _
  have h3 : leftVec T ψ (slater o) ⬝ᵥ moment H T (slater o) =
      ∑ μ, leftVec T ψ (slater o) μ * moment H T (slater o) μ := rfl
  linarith
```

## Nonvanishing denominators

`hD` excludes coincidence of $E$ with a diagonal element $\bar H_{\mu\mu}$ for the determinants $\mu\ne o$ outside $S$. Component $\mu$ of $L\bar H=EL$ reads

$$L_\mu(E-\bar H_{\mu\mu})=\sum_{\nu\ne\mu}L_\nu\bar H_{\nu\mu}.$$

Dividing and substituting gives the denominator form. At a coincidence this division fails, while the preceding sum remains valid. The numerators still contain the exact $L$, so this is not a perturbative approximation.

```lean
/-- Denominator form: under the hypotheses of `sum_outside_manifold`, if also `E ≠ Hbar_μμ` on
the determinants outside `insert o S`, then `E - Hbar_oo`
is the sum over them of `(∑_{ν ≠ μ} L_ν Hbar_νμ) Hbar_μo / (E - Hbar_μμ)`. -/
theorem denominator_form {H : Matrix n n ℝ} (hH : H.IsSymm) (T : Matrix n n ℝ)
    (o : n) (S : Finset n) (ψ : n → ℝ) (E : ℝ) (hψ : H *ᵥ ψ = E • ψ)
    (hov : overlap T ψ (slater o) ≠ 0) (hcc : ∀ μ ∈ S, hbar H T μ o = 0)
    (hD : ∀ μ ∈ (insert o S)ᶜ, E ≠ hbar H T μ μ) :
    E - hbar H T o o =
      ∑ μ ∈ (insert o S)ᶜ,
        (∑ ν ∈ Finset.univ.erase μ, leftVec T ψ (slater o) ν * hbar H T ν μ) * hbar H T μ o /
          (E - hbar H T μ μ) := by
  rw [sum_outside_manifold hH T o S ψ E hψ hov hcc]
  refine Finset.sum_congr rfl fun μ hμ => ?_
  -- component `μ` of the left eigenvalue equation
  have h1 : ∑ ν, leftVec T ψ (slater o) ν * hbar H T ν μ = E * leftVec T ψ (slater o) μ :=
    congrFun (leftVec_eigen hH T (slater o) ψ E hψ hov).1 μ
  have h2 : leftVec T ψ (slater o) μ * hbar H T μ μ +
      ∑ ν ∈ Finset.univ.erase μ, leftVec T ψ (slater o) ν * hbar H T ν μ =
      ∑ ν, leftVec T ψ (slater o) ν * hbar H T ν μ :=
    Finset.add_sum_erase Finset.univ (fun ν => leftVec T ψ (slater o) ν * hbar H T ν μ)
      (Finset.mem_univ μ)
  have h3 : ∑ ν ∈ Finset.univ.erase μ, leftVec T ψ (slater o) ν * hbar H T ν μ =
      leftVec T ψ (slater o) μ * (E - hbar H T μ μ) := by
    linear_combination h2 + h1
  rw [h3, eq_div_iff (sub_ne_zero.mpr (hD μ hμ))]
  ring
```

## All conditions met in three states

Here $T^2=0$, so the exponential series stops at $1+T$ and the matrices can be multiplied out.

```lean
/-- For a cluster operator with `T² = 0` the exponential is `1 + T`. -/
theorem exp_of_sq_zero (T : Matrix n n ℝ) (h : T * T = 0) : NormedSpace.exp T = 1 + T := by
  have h' : T ^ 2 = 0 := by
    rw [pow_two]
    exact h
  have h1 : NormedSpace.exp T = ∑' k : ℕ, ((k.factorial : ℝ)⁻¹) • T ^ k :=
    congrFun (NormedSpace.exp_eq_tsum (𝕂 := ℝ) (𝔸 := Matrix n n ℝ)) T
  have h2 : ∀ k ∉ Finset.range 2, ((k.factorial : ℝ)⁻¹) • T ^ k = 0 := by
    intro k hk
    obtain ⟨m, rfl⟩ : ∃ m, k = m + 2 := ⟨k - 2, by rw [Finset.mem_range] at hk; omega⟩
    rw [pow_add, h', mul_zero, smul_zero]
  calc NormedSpace.exp T = ∑' k : ℕ, ((k.factorial : ℝ)⁻¹) • T ^ k := h1
    _ = ∑ k ∈ Finset.range 2, ((k.factorial : ℝ)⁻¹) • T ^ k := tsum_eq_sum h2
    _ = 1 + T := by simp [Finset.sum_range_succ]

/-- Hamiltonian of a three-state model. -/
def modelH : Matrix (Fin 3) (Fin 3) ℝ := !![0, -1, 0; -1, 0, -3; 0, -3, 4]

/-- Cluster operator of the model, exciting state `0` to state `1` with amplitude one. -/
def modelT : Matrix (Fin 3) (Fin 3) ℝ := !![0, 0, 0; 1, 0, 0; 0, 0, 0]

/-- The vector `(1, 2, 1)` of the model. -/
def modelPsi : Fin 3 → ℝ := ![1, 2, 1]
```

Take $o=0$ and $S=\{1\}$. Then $\bar H_{10}=0$ and $\bar H_{22}=4\ne E$, so `hcc` and `hD` hold. The energies are $E=-2$ and $E_{cc}=-1$, and the single nonzero moment gives $L\cdot M=\tfrac13(-3)=-1$. The code uses $\psi=(1,2,1)$; normalising both $\psi$ and $e^T\varphi=(1,1,0)$ changes the overlap from $3$ to $\sqrt3/2$.

```lean
/-- In the three-state model `H` is symmetric, `H ψ = -2 ψ`, the overlap is `3`, `Hbar` is the
displayed matrix, `Ecc = -1`, `M = (0, 0, -3)` and `L = (1, 2/3, 1/3)`. -/
theorem moment_energy_witness :
    modelH.IsSymm ∧ modelH *ᵥ modelPsi = (-2 : ℝ) • modelPsi ∧
      overlap modelT modelPsi (slater 0) = 3 ∧
      hbar modelH modelT = !![-1, -1, 0; 0, 1, -3; -3, -3, 4] ∧
      ccEnergy modelH modelT (slater 0) = -1 ∧
      moment modelH modelT (slater 0) = ![0, 0, -3] ∧
      leftVec modelT modelPsi (slater 0) = ![1, 2 / 3, 1 / 3] := by
  have hsq : modelT * modelT = 0 := by
    ext i j
    fin_cases i <;> fin_cases j <;> simp [modelT, Matrix.mul_apply, Fin.sum_univ_succ]
  have hsq' : (-modelT) * (-modelT) = 0 := by
    rw [Matrix.neg_mul, Matrix.mul_neg, neg_neg, hsq]
  have hT : NormedSpace.exp modelT = !![1, 0, 0; 1, 1, 0; 0, 0, 1] := by
    rw [exp_of_sq_zero modelT hsq, Matrix.one_fin_three]
    ext i j
    fin_cases i <;> fin_cases j <;> simp [modelT]
  have hT' : NormedSpace.exp (-modelT) = !![1, 0, 0; -1, 1, 0; 0, 0, 1] := by
    rw [exp_of_sq_zero (-modelT) hsq', Matrix.one_fin_three]
    ext i j
    fin_cases i <;> fin_cases j <;> simp [modelT]
  have hs : slater (0 : Fin 3) = ![1, 0, 0] := by
    ext i
    fin_cases i <;> simp [slater]
  have hb : hbar modelH modelT = !![-1, -1, 0; 0, 1, -3; -3, -3, 4] := by
    unfold hbar
    rw [hT, hT']
    ext i j
    fin_cases i <;> fin_cases j <;>
      simp [modelH, Matrix.mul_apply, Fin.sum_univ_succ] <;> norm_num
  have ho : overlap modelT modelPsi (slater 0) = 3 := by
    unfold overlap
    rw [hT, hs]
    simp [modelPsi, Matrix.mulVec, dotProduct, Fin.sum_univ_succ] <;> norm_num
  have hE : ccEnergy modelH modelT (slater 0) = -1 := by
    unfold ccEnergy
    rw [hb, hs]
    simp [Matrix.mulVec, dotProduct, Fin.sum_univ_succ] <;> norm_num
  refine ⟨?_, ?_, ho, hb, hE, ?_, ?_⟩
  · show modelHᵀ = modelH
    ext i j
    fin_cases i <;> fin_cases j <;> simp [modelH, Matrix.transpose_apply]
  · ext i
    fin_cases i <;>
      simp [modelH, modelPsi, Matrix.mulVec, dotProduct, Fin.sum_univ_succ] <;> norm_num
  · unfold moment
    rw [hE, hb, hs]
    ext i
    fin_cases i <;> simp <;> norm_num
  · unfold leftVec
    rw [ho, hT, Matrix.mulVec_transpose]
    ext i
    fin_cases i <;>
      simp [modelPsi, Fin.sum_univ_succ] <;> norm_num

end

end MomentExpansionCC
```

```lean
#print axioms MomentExpansionCC.decomposition_iff
#print axioms MomentExpansionCC.sum_nonzero_moments
#print axioms MomentExpansionCC.denominator_form
```

```
'MomentExpansionCC.decomposition_iff' depends on axioms: [propext, Classical.choice, Quot.sound]
'MomentExpansionCC.sum_nonzero_moments' depends on axioms: [propext, Classical.choice, Quot.sound]
'MomentExpansionCC.denominator_form' depends on axioms: [propext, Classical.choice, Quot.sound]
```

## Starting from the left eigenvector

The statement could have taken $L$ as given, with $L\bar H=EL$ and $L\cdot\varphi=1$. Then $E=L\cdot\bar H\varphi=E_{cc}+L\cdot M$ follows at once, without symmetry of $H$. That version would lose the expression of $L$ through the eigenstate $\psi$.
